# The thermal mean energy of a quantum harmonic oscillator, in units of temperature, is (βħω/2) coth(βħω/2)

The declaration `meanEnergy_eq` concerns a single harmonic oscillator with levels w(n + 1/2), in units with ħ = 1, at inverse temperature b. Its mean energy is the sum of the levels weighted by their Boltzmann factors, divided by the partition function. The theorem says that, whenever bw > 0, b times this mean equals (bw/2) cosh(bw/2) / sinh(bw/2). The attempt writes the weighted sum as a geometric series plus one with an extra factor n, both of ratio exp(−bw), sums them, and divides by the known closed form of the partition function.

This version doesn't compile in Lean 4 with Mathlib:

```lean
import Mathlib

open MeasureTheory

namespace QuantumClassicalOscillator

noncomputable section

/-- Energy levels of the harmonic oscillator of frequency `w`, in units with `ħ = 1`. -/
def level (w : ℝ) (n : ℕ) : ℝ := w * (n + 1 / 2)

/-- Quantum partition function at inverse temperature `b`: the sum of the Boltzmann factors
of all levels, for `b * w > 0`. -/
def partitionFn (b w : ℝ) : ℝ := ∑' n : ℕ, Real.exp (-b * level w n)

/-- Thermal mean energy: the Boltzmann-weighted average of the levels, for `b * w > 0`. -/
def meanEnergy (b w : ℝ) : ℝ :=
  (∑' n : ℕ, level w n * Real.exp (-b * level w n)) / partitionFn b w

/-- The Boltzmann factors of the levels form a geometric sequence. -/
theorem boltzmann_factor (b w : ℝ) (n : ℕ) : Real.exp (-b * level w n)
    = Real.exp (-(b * w / 2)) * (Real.exp (-(b * w / 2)) ^ 2) ^ n := by
  rw [← pow_mul, ← Real.exp_nat_mul, ← Real.exp_add]
  congr 1
  unfold level
  push_cast
  ring

/-- One minus the square of `exp (-y)` is `2 sinh y exp (-y)`. -/
theorem one_sub_exp_sq (y : ℝ) :
    1 - Real.exp (-y) ^ 2 = 2 * Real.sinh y * Real.exp (-y) := by
  have h : Real.exp y * Real.exp (-y) = 1 := by
    rw [← Real.exp_add, add_neg_cancel, Real.exp_zero]
  rw [Real.sinh_eq]
  linear_combination -h

/-- The quantum partition function is `1 / (2 sinh (b w / 2))`. -/
theorem partitionFn_eq {b w : ℝ} (h : 0 < b * w) :
    partitionFn b w = 1 / (2 * Real.sinh (b * w / 2)) := by
  have hs : 0 < Real.sinh (b * w / 2) := Real.sinh_pos_iff.2 (by linarith)
  have hE := Real.exp_pos (-(b * w / 2))
  have hr : Real.exp (-(b * w / 2)) ^ 2 < 1 := by
    linarith [mul_pos hs hE, one_sub_exp_sq (b * w / 2)]
  have hg := (hasSum_geometric_of_lt_one (sq_nonneg _) hr).mul_left (Real.exp (-(b * w / 2)))
  unfold partitionFn
  simp_rw [boltzmann_factor]
  rw [hg.tsum_eq, one_sub_exp_sq]
  generalize Real.exp (-(b * w / 2)) = E at hE ⊢
  generalize Real.sinh (b * w / 2) = s at hs ⊢
  field_simp

/-- The mean energy in units of the temperature is `(b w / 2) coth (b w / 2)`. -/
theorem meanEnergy_eq {b w : ℝ} (h : 0 < b * w) :
    b * meanEnergy b w = b * w / 2 * Real.cosh (b * w / 2) / Real.sinh (b * w / 2) := by
  have hr : Real.exp (-(b * w)) < 1 := Real.exp_lt_one (by linarith)
  have hg := hasSum_geometric_of_lt_one (Real.exp_pos _).le hr
  have hn := hasSum_coe_mul_geometric_of_norm_lt_one (r := Real.exp (-(b * w)))
    (by rwa [Real.norm_of_nonneg (Real.exp_pos _).le])
  have hsum := (hn.add (hg.mul_left (1 / 2))).mul_left (w * Real.exp (-(b * w / 2)))
  have hterm : (fun n : ℕ => level w n * Real.exp (-b * level w n)) = fun n : ℕ =>
      w * Real.exp (-(b * w / 2)) *
        (n * Real.exp (-(b * w)) ^ n + 1 / 2 * Real.exp (-(b * w)) ^ n) := by
    funext n
    have he : Real.exp (-b * level w n)
        = Real.exp (-(b * w / 2)) * Real.exp (-(b * w)) ^ n := by
      rw [← Real.exp_nat_mul, ← Real.exp_add]
      congr 1
      unfold level
      ring
    rw [he]
    unfold level
    ring
  have h1 : Real.exp (b * w / 2) * Real.exp (-(b * w / 2)) = 1 := by
    rw [← Real.exp_add, add_neg_cancel, Real.exp_zero]
  have h2 : Real.exp (-(b * w / 2)) * Real.exp (-(b * w / 2)) = Real.exp (-(b * w)) := by
    rw [← Real.exp_add]
    congr 1
    ring
  have hs : 2 * Real.sinh (b * w / 2) * Real.exp (-(b * w / 2)) = 1 - Real.exp (-(b * w)) := by
    rw [Real.sinh_eq]
    linear_combination h1 - h2
  have hc : Real.cosh (b * w / 2) = Real.sinh (b * w / 2) + Real.exp (-(b * w / 2)) := by
    linarith [Real.cosh_sub_sinh (b * w / 2)]
  have hs0 : Real.sinh (b * w / 2) ≠ 0 := (Real.sinh_pos_iff.2 (by linarith)).ne'
  have hE := (Real.exp_pos (-(b * w / 2))).ne'
  rw [meanEnergy, partitionFn_eq h, hterm, hsum.tsum_eq, ← hs, ← h2, hc]
  field_simp <;> ring

end

end QuantumClassicalOscillator
```

The compiler's answer:

```
Main.lean:55:39: error(lean.unknownIdentifier): Unknown constant `Real.exp_lt_one`
```

What went wrong. The message means that no constant called `Real.exp_lt_one` exists in the environment. The attempt cited it for `hr`, the bound exp(−bw) < 1 on which both series sums rest, so that bound was left unproved.

The repair does without the name. It takes the ratio as the square of exp(−bw/2), and `one_sub_exp_sq`, already proved in the file, says that one minus this square is 2 sinh(bw/2) exp(−bw/2). Both factors are positive, by the new `hs` and `hE`, so `linarith` gets the bound.

The changes to `hg`, `hn` and `hterm` carry the new form of the ratio through the proof. With it, `boltzmann_factor` can replace the local `he`, and `one_sub_exp_sq` the identities `h1`, `h2` and the old `hs`. Moving `hsum` below `hterm`, and putting single letters for the exponential and the sinh before the final algebra, answer no message and are tidying.

Fix (accepted with no message):

```diff
@@ -53,37 +53,26 @@
 theorem meanEnergy_eq {b w : ℝ} (h : 0 < b * w) :
     b * meanEnergy b w = b * w / 2 * Real.cosh (b * w / 2) / Real.sinh (b * w / 2) := by
-  have hr : Real.exp (-(b * w)) < 1 := Real.exp_lt_one (by linarith)
-  have hg := hasSum_geometric_of_lt_one (Real.exp_pos _).le hr
-  have hn := hasSum_coe_mul_geometric_of_norm_lt_one (r := Real.exp (-(b * w)))
-    (by rwa [Real.norm_of_nonneg (Real.exp_pos _).le])
-  have hsum := (hn.add (hg.mul_left (1 / 2))).mul_left (w * Real.exp (-(b * w / 2)))
+  have hs : 0 < Real.sinh (b * w / 2) := Real.sinh_pos_iff.2 (by linarith)
+  have hE := Real.exp_pos (-(b * w / 2))
+  have hr : Real.exp (-(b * w / 2)) ^ 2 < 1 := by
+    linarith [mul_pos hs hE, one_sub_exp_sq (b * w / 2)]
+  have hg := hasSum_geometric_of_lt_one (sq_nonneg _) hr
+  have hn := hasSum_coe_mul_geometric_of_norm_lt_one (r := Real.exp (-(b * w / 2)) ^ 2)
+    (by rwa [Real.norm_of_nonneg (sq_nonneg _)])
   have hterm : (fun n : ℕ => level w n * Real.exp (-b * level w n)) = fun n : ℕ =>
-      w * Real.exp (-(b * w / 2)) *
-        (n * Real.exp (-(b * w)) ^ n + 1 / 2 * Real.exp (-(b * w)) ^ n) := by
+      w * Real.exp (-(b * w / 2)) * (n * (Real.exp (-(b * w / 2)) ^ 2) ^ n
+        + 1 / 2 * (Real.exp (-(b * w / 2)) ^ 2) ^ n) := by
     funext n
-    have he : Real.exp (-b * level w n)
-        = Real.exp (-(b * w / 2)) * Real.exp (-(b * w)) ^ n := by
-      rw [← Real.exp_nat_mul, ← Real.exp_add]
-      congr 1
-      unfold level
-      ring
-    rw [he]
+    rw [boltzmann_factor]
     unfold level
     ring
-  have h1 : Real.exp (b * w / 2) * Real.exp (-(b * w / 2)) = 1 := by
-    rw [← Real.exp_add, add_neg_cancel, Real.exp_zero]
-  have h2 : Real.exp (-(b * w / 2)) * Real.exp (-(b * w / 2)) = Real.exp (-(b * w)) := by
-    rw [← Real.exp_add]
-    congr 1
-    ring
-  have hs : 2 * Real.sinh (b * w / 2) * Real.exp (-(b * w / 2)) = 1 - Real.exp (-(b * w)) := by
-    rw [Real.sinh_eq]
-    linear_combination h1 - h2
+  have hsum := (hn.add (hg.mul_left (1 / 2))).mul_left (w * Real.exp (-(b * w / 2)))
   have hc : Real.cosh (b * w / 2) = Real.sinh (b * w / 2) + Real.exp (-(b * w / 2)) := by
     linarith [Real.cosh_sub_sinh (b * w / 2)]
-  have hs0 : Real.sinh (b * w / 2) ≠ 0 := (Real.sinh_pos_iff.2 (by linarith)).ne'
-  have hE := (Real.exp_pos (-(b * w / 2))).ne'
-  rw [meanEnergy, partitionFn_eq h, hterm, hsum.tsum_eq, ← hs, ← h2, hc]
-  field_simp <;> ring
+  rw [meanEnergy, partitionFn_eq h, hterm, hsum.tsum_eq, one_sub_exp_sq, hc]
+  generalize Real.exp (-(b * w / 2)) = E at hE ⊢
+  generalize Real.sinh (b * w / 2) = s at hs ⊢
+  field_simp
+  ring
 
 end
```
